# Site densities and bond current fix the kinetic energy of a spinless one-particle dimer state up to a sign

**Q.** An electron of fixed spin hops between two sites, 0 and 1, with real amplitude t. I know the occupation of each site and the current across the bond. A normalised state has two real parameters once the global phase is removed, and I have two independent numbers. I expect the state, and its kinetic energy, to be fixed.

**A.** The counting leaves a discrete ambiguity, and for t ≠ 0 it can change the energy. Let ψ = (ψ₀, ψ₁) be the complex amplitudes, write conj for complex conjugation, and define the densities, the bond amplitude and the current as

ρᵢ = |ψᵢ|²,  B = conj(ψ₀) ψ₁,  J = Im B.

Since |B|² = |ψ₀|² |ψ₁|²,

(Re B)² + J² = ρ₀ ρ₁.

A second state φ with the same ρ₀, ρ₁ and J has a bond amplitude B′ with Im B′ = Im B and (Re B′)² = (Re B)², so

(Re B′ − Re B)(Re B′ + Re B) = 0.

The first factor gives B′ = B. The second gives B′ = −Re B + i Im B = −conj(B). With the hopping matrix T₀₁ = T₁₀ = −t and zero diagonal, the kinetic energy is

K = ⟨ψ, Tψ⟩ = −t conj(ψ₀) ψ₁ − t conj(ψ₁) ψ₀ = −t (B + conj(B)) = −2t Re B,

so φ has kinetic energy K or −K.

**Q.** I want to see that the Lean objects are these quantities.

**A.** A state is a function from a set of sites `ι` to ℂ, one amplitude per site. The first three definitions hold for any `ι`, and `Complex.normSq` is the squared modulus.

```lean
import Mathlib

open ComplexConjugate Matrix

namespace DimerDensityCurrent

noncomputable section

/-- Site density `|ψ_i|²`. -/
def density {ι : Type*} (ψ : ι → ℂ) (i : ι) : ℝ := Complex.normSq (ψ i)

/-- Bond amplitude `conj(ψ_i) ψ_j`. -/
def bond {ι : Type*} (ψ : ι → ℂ) (i j : ι) : ℂ := conj (ψ i) * ψ j

/-- Bond current `Im(conj(ψ_i) ψ_j)`, in units of the hopping prefactor. -/
def current {ι : Type*} (ψ : ι → ℂ) (i j : ι) : ℝ := (bond ψ i j).im
```

**Q.** A current without t in it does not look like a current.

**A.** The prefactor is stripped off. With ħ = 1 and time τ, the equation i dψ/dτ = Tψ gives dρ₀/dτ = −2t Im B, so the particle current from site 0 to site 1 is 2tJ. No dynamics appears in the file, and J = Im B is taken as the definition. For fixed t ≠ 0, equal J means equal particle current.

The dimer has sites `Fin 2`, that is 0 and 1. Real t stands for a bond without magnetic phase, and either sign is allowed. In `kinetic`, `star ψ` conjugates the left vector. The value is complex by type and is not divided by the norm, so it is the expectation value when ρ₀ + ρ₁ = 1. Normalisation is never assumed, but equal densities imply equal norms.

```lean
/-- Hopping matrix of the dimer with real amplitude `t`. -/
def hopping (t : ℝ) : Matrix (Fin 2) (Fin 2) ℂ := !![0, -(t : ℂ); -(t : ℂ), 0]

/-- Kinetic energy `⟨ψ, T ψ⟩` of a dimer state. -/
def kinetic (t : ℝ) (ψ : Fin 2 → ℂ) : ℂ := star ψ ⬝ᵥ hopping t *ᵥ ψ

/-- Two dimer states have the same site densities and the same bond current. -/
def SameDensityCurrent (φ ψ : Fin 2 → ℂ) : Prop :=
  (∀ i, density φ i = density ψ i) ∧ current φ 0 1 = current ψ 0 1
```

The `partner` of ψ is (conj ψ₀, −conj ψ₁). Conjugation is time reversal for a spinless particle: it reverses J and keeps Re B. The sign flip on site 1 reverses both. Together they keep J and reverse Re B. The two example states (1, 1)/√2 and (1, −1)/√2 are normalised. Their names `bonding` and `antibonding` fit t > 0, where the first has the lower kinetic energy; for t < 0 the order is reversed.

```lean
/-- The partner state: complex conjugation followed by a sign flip on the second site. -/
def partner (ψ : Fin 2 → ℂ) : Fin 2 → ℂ := ![conj (ψ 0), -conj (ψ 1)]

/-- The state `(1, 1)/√2`. -/
def bonding : Fin 2 → ℂ := ![(((Real.sqrt 2)⁻¹ : ℝ) : ℂ), (((Real.sqrt 2)⁻¹ : ℝ) : ℂ)]

/-- The state `(1, -1)/√2`. -/
def antibonding : Fin 2 → ℂ := ![(((Real.sqrt 2)⁻¹ : ℝ) : ℂ), -(((Real.sqrt 2)⁻¹ : ℝ) : ℂ)]
```

**Q.** Is the dichotomy special to two sites?

**A.** The bond statement is not. The identity for (Re B)² + J² is proved for any sites i and j, from multiplicativity of `Complex.normSq`.

```lean
/-- The squared real part of the bond amplitude plus the squared current is the product of
the two site densities. -/
theorem re_sq_add_current_sq {ι : Type*} (ψ : ι → ℂ) (i j : ι) :
    (bond ψ i j).re ^ 2 + current ψ i j ^ 2 = density ψ i * density ψ j := by
  have h : Complex.normSq (bond ψ i j) = density ψ i * density ψ j := by
    simp [bond, density]
  rw [← h, Complex.normSq_apply, current]
  ring
```

Then `bond_dichotomy` assumes equal densities at the two ends (`hi`, `hj`) and equal current (`hJ`). Subtracting the two identities with `linear_combination h1 - h2` gives the factorised product above, `mul_eq_zero` splits it, and `Complex.ext` compares real and imaginary parts. The "or" is inclusive: both alternatives hold when Re B = 0.

```lean
/-- On any bond of any lattice, equal densities at the two ends and equal current force the
bond amplitude of `φ` to be that of `ψ` or minus its complex conjugate. -/
theorem bond_dichotomy {ι : Type*} (φ ψ : ι → ℂ) (i j : ι)
    (hi : density φ i = density ψ i) (hj : density φ j = density ψ j)
    (hJ : current φ i j = current ψ i j) :
    bond φ i j = bond ψ i j ∨ bond φ i j = -conj (bond ψ i j) := by
  have h1 := re_sq_add_current_sq φ i j
  have h2 := re_sq_add_current_sq ψ i j
  rw [hi, hj, hJ] at h1
  have him : (bond φ i j).im = (bond ψ i j).im := hJ
  -- the real parts have equal squares
  have h : ((bond φ i j).re - (bond ψ i j).re) * ((bond φ i j).re + (bond ψ i j).re) = 0 := by
    linear_combination h1 - h2
  rcases mul_eq_zero.1 h with h | h
  · exact Or.inl (Complex.ext (by linarith) him)
  · refine Or.inr (Complex.ext ?_ ?_)
    · simp only [Complex.neg_re, Complex.conj_re]
      linarith
    · simp only [Complex.neg_im, Complex.conj_im, neg_neg]
      exact him
```

The energy statements are for the dimer. `kinetic_eq` expands the matrix product into −t(B + conj(B)) and uses `Complex.add_conj` to reach −2t Re B, which also shows that K is real. `kinetic_dichotomy` inserts each alternative for B′.

```lean
/-- The kinetic energy of a dimer state is `-2 t Re(conj(ψ_0) ψ_1)`. -/
theorem kinetic_eq (t : ℝ) (ψ : Fin 2 → ℂ) :
    kinetic t ψ = ((-2 * t * (bond ψ 0 1).re : ℝ) : ℂ) := by
  have h : kinetic t ψ = -(t : ℂ) * (bond ψ 0 1 + conj (bond ψ 0 1)) := by
    simp [kinetic, hopping, bond, dotProduct, Matrix.mulVec, Fin.sum_univ_two]
    ring
  rw [h, Complex.add_conj]
  push_cast
  ring

/-- Dimer states with the same density and current have equal or opposite kinetic energy. -/
theorem kinetic_dichotomy (t : ℝ) (φ ψ : Fin 2 → ℂ) (h : SameDensityCurrent φ ψ) :
    kinetic t φ = kinetic t ψ ∨ kinetic t φ = -kinetic t ψ := by
  rcases bond_dichotomy φ ψ 0 1 (h.1 0) (h.1 1) h.2 with hb | hb
  · left
    rw [kinetic_eq t φ, kinetic_eq t ψ, hb]
  · right
    rw [kinetic_eq t φ, kinetic_eq t ψ, hb]
    simp only [Complex.neg_re, Complex.conj_re]
    push_cast
    ring
```

**Q.** An "or" proves little if the second branch never happens.

**A.** It happens for every ψ. The partner has bond amplitude

conj(conj ψ₀) · (−conj ψ₁) = −ψ₀ conj(ψ₁) = −conj(B),

its densities are unchanged, Im(−conj(B)) = J, and its kinetic energy is −K. The lemma computes the bond amplitude first, as `hb`, and reads the current and the energy from it.

```lean
/-- The partner of `ψ` has the same density and current, bond amplitude minus the conjugate of
that of `ψ`, and opposite kinetic energy. -/
theorem partner_spec (t : ℝ) (ψ : Fin 2 → ℂ) :
    SameDensityCurrent (partner ψ) ψ ∧ bond (partner ψ) 0 1 = -conj (bond ψ 0 1) ∧
      kinetic t (partner ψ) = -kinetic t ψ := by
  have hb : bond (partner ψ) 0 1 = -conj (bond ψ 0 1) := by
    simp [bond, partner]
  refine ⟨⟨fun i => ?_, ?_⟩, hb, ?_⟩
  · fin_cases i <;> simp [density, partner]
  · simp [current, hb]
  · rw [kinetic_eq t (partner ψ), kinetic_eq t ψ, hb]
    simp only [Complex.neg_re, Complex.conj_re]
    push_cast
    ring
```

**Q.** Are there further states hidden behind the same data?

**A.** Only global phases. For a complex c with |c| = 1, conj(c) c = 1 cancels in every density and bond amplitude, on any set of sites.

```lean
/-- A global phase changes neither site densities nor bond amplitudes. -/
theorem phase_invariance {ι : Type*} (ψ : ι → ℂ) (c : ℂ) (hc : ‖c‖ = 1) (i j : ι) :
    density (c • ψ) i = density ψ i ∧ bond (c • ψ) i j = bond ψ i j := by
  have hn : Complex.normSq c = 1 := by
    rw [Complex.normSq_eq_norm_sq, hc]; norm_num
  have hcc : conj c * c = 1 := by
    rw [mul_comm, Complex.mul_conj, hn]; simp
  constructor
  · simp [density, hn]
  · simp only [bond, Pi.smul_apply, smul_eq_mul, map_mul]
    linear_combination (conj (ψ i) * ψ j) * hcc
```

Conversely, let two dimer states have equal densities and B′ = B. If ψ₀ ≠ 0, multiply conj(φ₀) φ₁ = conj(ψ₀) ψ₁ by φ₀ and use |φ₀|² = |ψ₀|²:

conj(ψ₀) ψ₀ φ₁ = conj(ψ₀) φ₀ ψ₁.

Cancelling conj(ψ₀) gives φ₁ ψ₀ = φ₀ ψ₁, the step `key`, so φ = cψ with c = φ₀/ψ₀ of modulus one. If ψ₀ = 0, then φ₀ = 0 and the phase is φ₁/ψ₁; if ψ = 0, c = 1 serves. The two `by_cases` follow this split.

```lean
/-- Dimer states with equal densities and equal bond amplitude differ by a global phase. -/
theorem eq_phase_smul (φ ψ : Fin 2 → ℂ) (hρ : ∀ i, density φ i = density ψ i)
    (hb : bond φ 0 1 = bond ψ 0 1) : ∃ c : ℂ, ‖c‖ = 1 ∧ φ = c • ψ := by
  have hn : ∀ i, ‖φ i‖ = ‖ψ i‖ := fun i => by
    have h := hρ i
    simp only [density, Complex.normSq_eq_norm_sq] at h
    exact (sq_eq_sq₀ (norm_nonneg _) (norm_nonneg _)).1 h
  have hz : ∀ i, ψ i = 0 → φ i = 0 := fun i h => by
    rw [← norm_eq_zero, hn, h, norm_zero]
  have hc : ∀ i, ψ i ≠ 0 → ‖φ i / ψ i‖ = 1 := fun i h => by
    rw [norm_div, hn, div_self (norm_ne_zero_iff.2 h)]
  have fin : ∀ c : ℂ, φ 0 = c * ψ 0 → φ 1 = c * ψ 1 → φ = c • ψ := fun c a b =>
    funext (Fin.forall_fin_two.2 ⟨a, b⟩)
  by_cases h0 : ψ 0 = 0
  · by_cases h1 : ψ 1 = 0
    · exact ⟨1, norm_one, fin 1 (by simp [hz 0 h0, h0]) (by simp [hz 1 h1, h1])⟩
    · exact ⟨φ 1 / ψ 1, hc 1 h1, fin _ (by simp [hz 0 h0, h0]) (by field_simp)⟩
  · -- the phase is read off the first site; the bond amplitude carries it to the second
    have hd : φ 0 * conj (φ 0) = ψ 0 * conj (ψ 0) := by
      have h : Complex.normSq (φ 0) = Complex.normSq (ψ 0) := hρ 0
      rw [Complex.mul_conj, Complex.mul_conj, h]
    have hb' : conj (φ 0) * φ 1 = conj (ψ 0) * ψ 1 := hb
    have hc0 : conj (ψ 0) ≠ 0 := by simpa using h0
    have key : φ 1 * ψ 0 = φ 0 * ψ 1 := by
      apply mul_left_cancel₀ hc0
      linear_combination φ 0 * hb' - φ 1 * hd
    refine ⟨φ 0 / ψ 0, hc 0 h0, fin _ (by field_simp) ?_⟩
    rw [div_mul_eq_mul_div, eq_div_iff h0, key]
```

The classification says that φ shares density and current with ψ exactly when φ = cψ or φ = c·partner(ψ) for some |c| = 1. Forwards, each branch of the dichotomy is fed to `eq_phase_smul`, the second with the partner in place of ψ. Backwards, `phase_invariance` and `partner_spec` suffice.

```lean
/-- A dimer state shares density and current with `ψ` exactly when it is a global phase times
`ψ` or a global phase times the partner of `ψ`. -/
theorem sameDensityCurrent_iff (φ ψ : Fin 2 → ℂ) :
    SameDensityCurrent φ ψ ↔ ∃ c : ℂ, ‖c‖ = 1 ∧ (φ = c • ψ ∨ φ = c • partner ψ) := by
  obtain ⟨hp, hpb, -⟩ := partner_spec 0 ψ
  have hs : ∀ (χ : Fin 2 → ℂ) (c : ℂ), ‖c‖ = 1 → SameDensityCurrent (c • χ) χ := fun χ c hc =>
    ⟨fun i => (phase_invariance χ c hc i i).1,
      congrArg Complex.im (phase_invariance χ c hc 0 1).2⟩
  constructor
  · intro h
    rcases bond_dichotomy φ ψ 0 1 (h.1 0) (h.1 1) h.2 with hb | hb
    · obtain ⟨c, hc, e⟩ := eq_phase_smul φ ψ h.1 hb
      exact ⟨c, hc, Or.inl e⟩
    · obtain ⟨c, hc, e⟩ := eq_phase_smul φ (partner ψ)
        (fun i => (h.1 i).trans (hp.1 i).symm) (hb.trans hpb.symm)
      exact ⟨c, hc, Or.inr e⟩
  · rintro ⟨c, hc, e | e⟩
    · rw [e]
      exact hs ψ c hc
    · rw [e]
      exact ⟨fun i => ((hs _ c hc).1 i).trans (hp.1 i), (hs _ c hc).2.trans hp.2⟩
```

**Q.** Is the energy ever determined?

**A.** For t ≠ 0, exactly when J² = ρ₀ρ₁, the largest current the densities permit. If every φ with the data of ψ has energy K, the partner gives −K = K, so t Re B = 0, then Re B = 0, and the identity yields J² = ρ₀ρ₁. Conversely that equation forces Re B = 0, so K = 0 and both branches of `kinetic_dichotomy` agree. An empty site is included, with J = 0 and K = 0.

```lean
/-- For nonzero hopping, all states with the density and current of `ψ` have the kinetic energy
of `ψ` exactly when the squared current equals the product of the densities. -/
theorem kinetic_determined_iff (t : ℝ) (ht : t ≠ 0) (ψ : Fin 2 → ℂ) :
    (∀ φ, SameDensityCurrent φ ψ → kinetic t φ = kinetic t ψ) ↔
      current ψ 0 1 ^ 2 = density ψ 0 * density ψ 1 := by
  have key := re_sq_add_current_sq ψ 0 1
  constructor
  · intro h
    -- test with the partner: the kinetic energy equals its own negative
    have h1 := h _ (partner_spec t ψ).1
    rw [(partner_spec t ψ).2.2, kinetic_eq, ← Complex.ofReal_neg] at h1
    have h2 := Complex.ofReal_injective h1
    have h3 : t * (bond ψ 0 1).re = 0 := by linarith
    have h4 := (mul_eq_zero.1 h3).resolve_left ht
    rw [h4] at key
    linarith
  · intro h φ hφ
    have h2 : (bond ψ 0 1).re ^ 2 = 0 := by linarith
    have hre : (bond ψ 0 1).re = 0 := (pow_eq_zero_iff two_ne_zero).1 h2
    rcases kinetic_dichotomy t φ ψ hφ with e | e
    · exact e
    · rw [e, kinetic_eq, hre]
      simp
```

**Q.** Does `ht` matter, or the current hypothesis?

**A.** Both do. At t = 0 every kinetic energy is zero, so the left side holds for all ψ, while (1, 1)/√2 has J² = 0 and ρ₀ρ₁ = 1/4. Without `hJ`, the state (1, i)/√2 has the densities of (1, 1)/√2 but bond amplitude i/2, which is neither 1/2 nor −1/2.

The last theorem treats the explicit pair. Both states have densities 1/2 and the same current, which is zero because the bond amplitudes 1/2 and −1/2 are real. The energies are −t and +t, distinct for t ≠ 0. Relative to `bonding`, that state itself meets only B′ = B and `antibonding` only B′ = −conj(B). The proof evaluates B from (1/√2)² = 1/2, identifies `antibonding = partner bonding`, and takes the density, current, bond amplitude and energy of `antibonding` from `partner_spec`.

```lean
/-- The states `(1,1)/√2` and `(1,-1)/√2` share the densities `1/2` and the current, have bond
amplitudes `±1/2` and kinetic energies `∓t`; relative to the first state, the first meets only
the first alternative of the dichotomy and the second only the second. -/
theorem bonding_antibonding (t : ℝ) :
    (∀ i, density bonding i = 1 / 2) ∧ SameDensityCurrent antibonding bonding ∧
      bond bonding 0 1 = 1 / 2 ∧ bond antibonding 0 1 = -(1 / 2) ∧
      bond bonding 0 1 ≠ -conj (bond bonding 0 1) ∧
      bond antibonding 0 1 = -conj (bond bonding 0 1) ∧
      bond antibonding 0 1 ≠ bond bonding 0 1 ∧
      kinetic t bonding = -t ∧ kinetic t antibonding = t := by
  have hs : (Real.sqrt 2)⁻¹ * (Real.sqrt 2)⁻¹ = (1 / 2 : ℝ) := by
    rw [← mul_inv, Real.mul_self_sqrt (by norm_num)]; norm_num
  have hd := (Complex.normSq_ofReal (Real.sqrt 2)⁻¹).trans hs
  have hb : bond bonding 0 1 = ((1 / 2 : ℝ) : ℂ) := by
    show conj (((Real.sqrt 2)⁻¹ : ℝ) : ℂ) * (((Real.sqrt 2)⁻¹ : ℝ) : ℂ) = _
    rw [Complex.conj_ofReal, ← Complex.ofReal_mul, hs]
  -- the antibonding state is the partner of the bonding state
  have hp : antibonding = partner bonding := by
    ext i
    fin_cases i <;> simp [antibonding, partner, bonding]
  obtain ⟨h1, h2, h3⟩ := partner_spec t bonding
  rw [← hp] at h1 h2 h3
  have hk : kinetic t bonding = -t := by
    rw [kinetic_eq, hb, Complex.ofReal_re]
    push_cast
    ring
  have ha : bond antibonding 0 1 = -((1 / 2 : ℝ) : ℂ) := by
    rw [h2, hb, Complex.conj_ofReal]
  refine ⟨Fin.forall_fin_two.2 ⟨hd, hd⟩, h1, ?_, ?_, ?_, h2, ?_, hk, ?_⟩
  · rw [hb]; norm_num
  · rw [ha]; norm_num
  · rw [hb, Complex.conj_ofReal]; norm_num
  · rw [ha, hb]; norm_num
  · rw [h3, hk, neg_neg]

end

end DimerDensityCurrent
```

```lean
#print axioms DimerDensityCurrent.sameDensityCurrent_iff
#print axioms DimerDensityCurrent.kinetic_determined_iff
#print axioms DimerDensityCurrent.bonding_antibonding
```

```
'DimerDensityCurrent.sameDensityCurrent_iff' depends on axioms: [propext, Classical.choice, Quot.sound]
'DimerDensityCurrent.kinetic_determined_iff' depends on axioms: [propext, Classical.choice, Quot.sound]
'DimerDensityCurrent.bonding_antibonding' depends on axioms: [propext, Classical.choice, Quot.sound]
```

**Q.** Density functional theory concerns many electrons and ground states. What survives?

**A.** For lattice current-density functionals the result says that, among pure one-particle dimer states with t ≠ 0, the kinetic energy is not a single-valued function of density and current, so a functional needs a rule such as minimisation to select a branch. No potential, ground state, spin or interaction enters the theorems.

The purity of the state carries the "up to a sign". Had the model been a one-body density matrix γ with ρᵢ = γᵢᵢ and B its off-diagonal element, positivity would give only |B|² ≤ ρ₀ρ₁. The matrices with diagonal 1/2 and real off-diagonal x, |x| ≤ 1/2, all have zero current and energy −2tx, so the two values −t and +t would become the whole interval between them. That comparison, the counter-examples and the continuity equation are my own arguments beside the theorems, not consequences checked in the file.
